# Opposite bond operators on two distinct sites multiply to densities and spin exchange

For spin-1/2 fermions on distinct sites $i\neq j$, let $c_{is}$ annihilate a fermion with spin $s$ on site $i$. Each site has one orbital, and the orbitals are orthonormal. The bond operator $X=\sum_s c^\dagger_{is}c_{js}$ and its reverse $Y=\sum_s c^\dagger_{js}c_{is}$ satisfy

$$XY=n_i-2\,\mathbf S_i\cdot\mathbf S_j-\tfrac12 n_in_j ,$$

where $n_i$ is the particle number and $\mathbf S_i$ the spin on site $i$, in units of $\hbar$. When each site holds exactly one fermion, the density terms are constants, and Heisenberg exchange becomes a constant minus half a product of hopping operators. Some mean-field theories of spin liquids start from this form. The identity itself involves no Hamiltonian and no approximation.

## Fermions as elements of an algebra

```lean
import Mathlib

open Matrix
open scoped Kronecker

namespace FermionBondExchange

noncomputable section

variable {ι σ R : Type*} [DecidableEq ι] [Fintype σ] [DecidableEq σ] [Ring R] [StarRing R]
```

The type `ι` labels sites and may be infinite. The finite type `σ` labels flavours, such as spin states. Operators are elements of `R`, a ring with an adjoint operation `star`, so no Hilbert space has to be chosen.

```lean
/-- Canonical anticommutation relations for annihilation operators `c i s` on site `i` with
flavour `s`; the creation operators are their adjoints. -/
structure IsCanonical (c : ι → σ → R) : Prop where
  anti : ∀ i j s t, c i s * c j t + c j t * c i s = 0
  mixed : ∀ i j s t, c i s * star (c j t) + star (c j t) * c i s =
    if i = j ∧ s = t then 1 else 0
```

A family `c` is canonical if
$$c_{is}c_{jt}+c_{jt}c_{is}=0,\qquad c_{is}c^\dagger_{jt}+c^\dagger_{jt}c_{is}=\delta_{ij}\delta_{st}.$$
The relation between two creation operators follows by taking adjoints. A theorem about fermions takes `IsCanonical c` as a hypothesis.

```lean
/-- The on-site operator that turns flavour `t` into flavour `s` on site `i`. -/
def transfer (c : ι → σ → R) (i : ι) (s t : σ) : R := star (c i s) * c i t
```

This is $T^i_{st}=c^\dagger_{is}c_{it}$, which turns flavour $t$ into flavour $s$ on site $i$.

```lean
/-- The particle number on site `i`, summed over flavours. -/
def number (c : ι → σ → R) (i : ι) : R := ∑ s, transfer c i s s
```

The number operator is $n_i=\sum_s T^i_{ss}$.

```lean
/-- The bond operator that moves a particle from site `j` to site `i`, keeping its flavour. -/
def bond (c : ι → σ → R) (i j : ι) : R := ∑ s, star (c i s) * c j s
```

Here `bond c i j` is $X$, which moves a particle from $j$ to $i$, and `bond c j i` is $Y$.

```lean
omit [DecidableEq ι] [DecidableEq σ] in
/-- The adjoint of a bond operator is the bond operator in the reverse direction. -/
theorem star_bond (c : ι → σ → R) (i j : ι) : star (bond c i j) = bond c j i := by
  simp [bond, star_sum, star_mul]
```

The adjoint reverses products, so $(c^\dagger_{is}c_{js})^\dagger=c^\dagger_{js}c_{is}$. Summing over $s$ gives $X^\dagger=Y$.

## Reordering four operators

```lean
/-- For fermions with finitely many flavours on distinct sites `i` and `j`, the product of the bond
operator and its reverse is the particle number on site `i` minus the flavour exchange operator of
the two sites. -/
theorem bond_mul_bond_flavour {c : ι → σ → R} (h : IsCanonical c) {i j : ι} (hij : i ≠ j) :
    bond c i j * bond c j i =
      number c i - ∑ s, ∑ t, transfer c i s t * transfer c j t s := by
  -- the reordering of four operators, with `e` the anticommutator on site `j`
  have alg : ∀ a b d f e : R, b * d + d * b = e → f * d + d * f = 0 → b * f + f * b = 0 →
      a * b * (d * f) = a * e * f - a * f * (d * b) := by
    intro a b d f e hm h1 h2
    linear_combination (norm := noncomm_ring) a * hm * f - a * d * h2 + a * h1 * b
  have key : ∀ s t, star (c i s) * c j s * (star (c j t) * c i t) =
      star (c i s) * (if s = t then 1 else 0) * c i t
        - transfer c i s t * transfer c j t s := by
    intro s t
    refine alg _ _ _ _ _ ?_ ?_ (h.anti j i s t)
    · rw [h.mixed]; simp
    · rw [h.mixed]; simp [hij]
  -- the anticommutator terms add up to the particle number
  simp only [bond, Finset.sum_mul_sum, key, Finset.sum_sub_distrib]
  simp [number, transfer]
```

For any finite number of flavours and $i\neq j$, the theorem says
$$XY=n_i-\sum_{s,t}T^i_{st}T^j_{ts}.$$

By hand, take one term of the double sum and move $c_{js}$ to the right. The first step uses the anticommutator on site $j$, and the next two use anticommutators between different sites:
$$\begin{aligned}
c^\dagger_{is}c_{js}c^\dagger_{jt}c_{it}
&=\delta_{st}\,c^\dagger_{is}c_{it}-c^\dagger_{is}c^\dagger_{jt}c_{js}c_{it}\\
&=\delta_{st}\,c^\dagger_{is}c_{it}+c^\dagger_{is}c^\dagger_{jt}c_{it}c_{js}\\
&=\delta_{st}\,c^\dagger_{is}c_{it}-c^\dagger_{is}c_{it}c^\dagger_{jt}c_{js}.
\end{aligned}$$
Summed over $s$ and $t$, the first term gives $n_i$ and the second gives the flavour exchange.

In the proof, `alg` is this calculation for four abstract operators. Its `linear_combination` line multiplies the three anticommutators by the appropriate factors on the left and right, and `noncomm_ring` checks the result without commuting any operators. The statement `key` inserts the fermions, and the last two lines carry out the sums.

## From flavour exchange to spin

```lean
/-- The three Pauli matrices. -/
def pauli : Fin 3 → Matrix (Fin 2) (Fin 2) ℂ :=
  ![!![0, 1; 1, 0], !![0, -Complex.I; Complex.I, 0], !![1, 0; 0, -1]]
```

The indices 0, 1, 2 of `pauli` stand for $x,y,z$. Within each matrix, index 0 is spin up and index 1 is spin down.

```lean
variable [Algebra ℂ R]

/-- Component `a` of the electron spin on site `i`, in units of ħ. -/
def spin (c : ι → Fin 2 → R) (a : Fin 3) (i : ι) : R :=
  (1 / 2 : ℂ) • ∑ s, ∑ t, pauli a s t • transfer c i s t
```

Operators may now be multiplied by complex numbers, which the symbol `•` denotes. The spin components are
$$S_i^a=\tfrac12\sum_{s,t}\sigma^a_{st}\,c^\dagger_{is}c_{it}.$$
The type `Fin 2` restricts the flavours to two spin states.

```lean
/-- The Heisenberg exchange operator, the scalar product of the spins on sites `i` and `j`. -/
def spinDot (c : ι → Fin 2 → R) (i j : ι) : R := ∑ a, spin c a i * spin c a j
```

This is $\mathbf S_i\cdot\mathbf S_j=\sum_a S_i^aS_j^a$, without an exchange constant.

```lean
omit [DecidableEq ι] in
/-- The scalar product of two spins is half the flavour exchange operator minus a quarter of
the product of the densities. -/
theorem spinDot_eq_exchange (c : ι → Fin 2 → R) (i j : ι) :
    spinDot c i j = (1 / 2 : ℂ) • (∑ s, ∑ t, transfer c i s t * transfer c j t s)
      - (1 / 4 : ℂ) • (number c i * number c j) := by
  have hx : ∀ k, spin c 0 k = (1 / 2 : ℂ) • (transfer c k 0 1 + transfer c k 1 0) := by
    intro k
    simp [spin, pauli, Fin.sum_univ_two]
  have hy : ∀ k, spin c 1 k =
      (Complex.I / 2) • (transfer c k 1 0 - transfer c k 0 1) := by
    intro k
    simp only [spin, Fin.sum_univ_two]
    simp [pauli]
    module
  have hz : ∀ k, spin c 2 k = (1 / 2 : ℂ) • (transfer c k 0 0 - transfer c k 1 1) := by
    intro k
    simp only [spin, Fin.sum_univ_two]
    simp [pauli]
    module
  have hI : Complex.I / 2 * (Complex.I / 2) = -1 / 4 := by
    linear_combination (1 / 4 : ℂ) * Complex.I_mul_I
  -- expand all products and compare coefficients
  simp only [spinDot, Fin.sum_univ_three, hx, hy, hz, number, Fin.sum_univ_two,
    smul_mul_smul_comm, hI]
  simp only [mul_add, add_mul, mul_sub, sub_mul]
  module
```

The theorem reads
$$\mathbf S_i\cdot\mathbf S_j=\tfrac12\sum_{s,t}T^i_{st}T^j_{ts}-\tfrac14 n_in_j .$$

The components are $S^x_i=\frac12(T^i_{01}+T^i_{10})$, $S^y_i=\frac{\mathrm i}{2}(T^i_{10}-T^i_{01})$ and $S^z_i=\frac12(T^i_{00}-T^i_{11})$, with $\mathrm i$ the imaginary unit. In the sum of the $x$ and $y$ products, the terms that flip both spins the same way cancel:
$$S^x_iS^x_j+S^y_iS^y_j=\tfrac12\left(T^i_{01}T^j_{10}+T^i_{10}T^j_{01}\right).$$
The $z$ product is
$$S^z_iS^z_j=\tfrac12\left(T^i_{00}T^j_{00}+T^i_{11}T^j_{11}\right)-\tfrac14 n_in_j .$$
Adding the two lines gives the result.

The facts `hx`, `hy` and `hz` are the three component formulas. After the products are expanded, `module` compares the coefficients of each operator product. No anticommutation relation enters, so `IsCanonical` is absent from the hypotheses.

```lean
/-- For spin-1/2 fermions on two distinct sites, the product of the bond operator and its
reverse is `n_i - 2 S_i·S_j - n_i n_j / 2`. -/
theorem bond_mul_bond {c : ι → Fin 2 → R} (h : IsCanonical c) {i j : ι} (hij : i ≠ j) :
    bond c i j * bond c j i =
      number c i - (2 : ℂ) • spinDot c i j - (1 / 2 : ℂ) • (number c i * number c j) := by
  rw [bond_mul_bond_flavour h hij, spinDot_eq_exchange]
  module
```

This is the identity stated at the start. The previous theorem gives $\sum_{s,t}T^i_{st}T^j_{ts}=2\,\mathbf S_i\cdot\mathbf S_j+\frac12n_in_j$, and substitution into the flavour formula finishes the argument. In Lean, the `rw` line replaces $XY$ by the flavour formula and $\mathbf S_i\cdot\mathbf S_j$ by the exchange formula, and `module` checks that the coefficients on the two sides agree.

## The mean-field form with its remainder

```lean
/-- Exact decoupling of the exchange for any complex bond amplitude `χ`: density terms, terms
linear in the bond operators, a constant, and a remainder quadratic in the deviation of the
bond operator from `χ`. -/
theorem spinDot_decoupling [StarModule ℂ R] {c : ι → Fin 2 → R} (h : IsCanonical c)
    {i j : ι} (hij : i ≠ j) (χ : ℂ) :
    spinDot c i j =
      (1 / 2 : ℂ) • number c i - (1 / 4 : ℂ) • (number c i * number c j)
      - (1 / 2 : ℂ) • (χ • bond c i j + star χ • bond c j i - (star χ * χ) • (1 : R))
      - (1 / 2 : ℂ) • (star (bond c j i - χ • (1 : R)) * (bond c j i - χ • (1 : R))) := by
  have hs : star (bond c j i - χ • (1 : R)) = bond c i j - star χ • (1 : R) := by
    rw [star_sub, star_smul, star_one, star_bond]
  -- the square of the fluctuation, multiplied out
  have hexp : (bond c i j - star χ • (1 : R)) * (bond c j i - χ • (1 : R)) =
      bond c i j * bond c j i - χ • bond c i j - star χ • bond c j i
        + (star χ * χ) • (1 : R) := by
    simp only [sub_mul, mul_sub, smul_mul_assoc, mul_smul_comm, one_mul, mul_one]
    module
  rw [hs, hexp, bond_mul_bond h hij]
  module
```

For every complex number $\chi$,
$$\begin{aligned}
\mathbf S_i\cdot\mathbf S_j={}&\tfrac12n_i-\tfrac14n_in_j-\tfrac12\left(\chi X+\chi^*Y-|\chi|^2\right)\\
&-\tfrac12(Y-\chi)^\dagger(Y-\chi).
\end{aligned}$$

Since $Y^\dagger=X$, the square expands to
$$(Y-\chi)^\dagger(Y-\chi)=XY-\chi X-\chi^*Y+|\chi|^2 .$$
Solve this for $XY$ and insert it into $\mathbf S_i\cdot\mathbf S_j=\frac12n_i-\frac14n_in_j-\frac12XY$. In Lean, `hs` computes the adjoint and `hexp` expands the square. The assumption `StarModule ℂ R` says that the adjoint conjugates complex coefficients.

A mean-field treatment based on bond amplitudes takes $\chi$ as an expectation value of $Y$ and neglects the last term. The theorem keeps that term and does not estimate its size. The product $n_in_j$ is also quartic in the fermion operators, so dropping the last term alone does not leave a quadratic expression. With exactly one fermion on each site, however, the density terms add up to the constant $\tfrac14$.

```lean
/-- Acting on an operator `P` whose range has one electron on each of the two sites, the product
of the bond operators is `1/2 - 2 S_i·S_j`. -/
theorem bond_mul_bond_single_occupancy {c : ι → Fin 2 → R} (h : IsCanonical c) {i j : ι}
    (hij : i ≠ j) {P : R} (hi : number c i * P = P) (hj : number c j * P = P) :
    bond c i j * bond c j i * P = (1 / 2 : ℂ) • P - (2 : ℂ) • (spinDot c i j * P) := by
  rw [bond_mul_bond h hij, sub_mul, sub_mul, smul_mul_assoc, smul_mul_assoc, mul_assoc, hj, hi]
  module
```

Let $P$ satisfy $n_iP=P$ and $n_jP=P$, as the projector onto states with one electron on each of the two sites does. These conditions stand for charge frozen by strong repulsion at an average filling of one electron per site; they are assumed here and not derived from a Hubbard model. Then $n_in_jP=P$, and the main identity becomes
$$XYP=\tfrac12P-2\,\mathbf S_i\cdot\mathbf S_jP .$$

## Sixteen-dimensional matrices for two sites

```lean
/-- The annihilation matrix of a single fermion mode. -/
def lower : Matrix (Fin 2) (Fin 2) ℂ := !![0, 1; 0, 0]
```

For a single mode, index 0 is the empty state and index 1 the occupied one. The matrix $a$ called `lower` takes occupied to empty.

```lean
/-- The fermion parity matrix of a single mode. -/
def parity : Matrix (Fin 2) (Fin 2) ℂ := !![1, 0; 0, -1]
```

The parity matrix $p$ gives $+1$ on the empty state and $-1$ on the occupied one.

```lean
/-- Jordan–Wigner annihilation matrices for two sites with two spin states each. -/
def jordanWigner : Fin 2 → Fin 2 →
    Matrix (((Fin 2 × Fin 2) × Fin 2) × Fin 2) (((Fin 2 × Fin 2) × Fin 2) × Fin 2) ℂ :=
  ![![((lower ⊗ₖ 1) ⊗ₖ 1) ⊗ₖ 1, ((parity ⊗ₖ lower) ⊗ₖ 1) ⊗ₖ 1],
    ![((parity ⊗ₖ parity) ⊗ₖ lower) ⊗ₖ 1, ((parity ⊗ₖ parity) ⊗ₖ parity) ⊗ₖ lower]]
```

The four modes are ordered as site 0 up, site 0 down, site 1 up, site 1 down. Each annihilator has $a$ at its own mode, $p$ at all earlier modes and the identity at later ones. The symbol `⊗ₖ` is the Kronecker product.

```lean
/-- The Jordan–Wigner matrices of two sites with spin satisfy the canonical anticommutation
relations. -/
theorem isCanonical_witness : IsCanonical jordanWigner := by
  -- multiplication table of the single-mode matrices
  have t1 : lower * lower = 0 := by
    ext i j; fin_cases i <;> fin_cases j <;> simp [lower, Matrix.mul_apply, Fin.sum_univ_two]
  have t2 : parity * parity = 1 := by
    ext i j; fin_cases i <;> fin_cases j <;> simp [parity, Matrix.mul_apply, Fin.sum_univ_two]
  have t3 : parity * lower = lower := by
    ext i j; fin_cases i <;> fin_cases j <;>
      simp [parity, lower, Matrix.mul_apply, Fin.sum_univ_two]
  have t4 : lower * parity = -lower := by
    ext i j; fin_cases i <;> fin_cases j <;>
      simp [parity, lower, Matrix.mul_apply, Fin.sum_univ_two]
  have t5 : parityᴴ = parity := by
    ext i j; fin_cases i <;> fin_cases j <;> simp [parity, Matrix.conjTranspose_apply]
  have t6 : lowerᴴ * parity = lowerᴴ := by
    rw [← t5, ← Matrix.conjTranspose_mul, t3]
  have t7 : parity * lowerᴴ = -lowerᴴ := by
    rw [← t5, ← Matrix.conjTranspose_mul, t4, Matrix.conjTranspose_neg]
  have t0 : lowerᴴ = !![0, 0; 1, 0] := by
    ext i j; fin_cases i <;> fin_cases j <;> simp [lower, Matrix.conjTranspose_apply]
  have t8 : lowerᴴ * lower = 1 + -(lower * lowerᴴ) := by
    rw [t0]
    ext i j; fin_cases i <;> fin_cases j <;>
      simp [lower, Matrix.mul_apply, Fin.sum_univ_two]
  have n1 : ∀ {m n : Type} (A : Matrix m m ℂ) (B : Matrix n n ℂ),
      (-A) ⊗ₖ B = -(A ⊗ₖ B) := by
    intro m n A B; ext x y; simp [Matrix.kroneckerMap_apply]
  have n2 : ∀ {m n : Type} (A : Matrix m m ℂ) (B : Matrix n n ℂ),
      A ⊗ₖ (-B) = -(A ⊗ₖ B) := by
    intro m n A B; ext x y; simp [Matrix.kroneckerMap_apply]
  -- products of Kronecker products are taken mode by mode
  constructor
  · intro i j s t
    fin_cases i <;> fin_cases j <;> fin_cases s <;> fin_cases t <;>
      simp [jordanWigner, ← Matrix.mul_kronecker_mul, t1, t2, t3, t4, n1, n2]
  · intro i j s t
    fin_cases i <;> fin_cases j <;> fin_cases s <;> fin_cases t <;>
      simp [jordanWigner, Matrix.star_eq_conjTranspose, Matrix.conjTranspose_kronecker,
        ← Matrix.mul_kronecker_mul, t2, t3, t4, t5, t6, t7, t8, n1, n2,
        Matrix.add_kronecker, Matrix.kronecker_add]

end

end FermionBondExchange
```

These matrices satisfy the canonical relations, so the fermion hypothesis is realised by a concrete two-site system with spin.

For two different modes, look at the tensor factor of the earlier one. There $a$ or $a^\dagger$ meets $p$, and $pa=a=-ap$ together with its adjoint supplies the minus sign that makes the operators anticommute. For equal modes, $p^2=1$ removes the parities, and $a^2=0$ and $aa^\dagger+a^\dagger a=1$ give the remaining relations.

The facts `t0` to `t8` record these single-mode products and adjoints. The command `fin_cases` then runs through all choices of sites and spins, and `simp` multiplies the Kronecker products factor by factor.

```lean
#print axioms FermionBondExchange.bond_mul_bond
#print axioms FermionBondExchange.spinDot_decoupling
#print axioms FermionBondExchange.bond_mul_bond_single_occupancy
```

```
'FermionBondExchange.bond_mul_bond' depends on axioms: [propext, Classical.choice, Quot.sound]
'FermionBondExchange.spinDot_decoupling' depends on axioms: [propext, Classical.choice, Quot.sound]
'FermionBondExchange.bond_mul_bond_single_occupancy' depends on axioms: [propext, Classical.choice, Quot.sound]
```
